# With trivial gauge links, the one-particle partition function is the number of colours times the scalar one

A single particle with a colour index hops on a finite lattice, with real hopping amplitudes, a real site potential and a matrix on each link that acts on colour. The lemma says that when every link matrix is the identity, Tr e^(−βH) = N Tr e^(−βh), where H is the Hamiltonian of this particle, N is the finite number of colours and h is the Hamiltonian with the same hopping and potential but no colour. It holds for every real β, and the hopping need not be symmetric. The proof builds a continuous ring homomorphism `f` that places one copy of a scalar matrix in each colour block, shows that −βH is `f` of −βh, and then tries to move `f` outside the exponential and take the trace block by block.

As first written in Lean, the proof fails:

```lean
import Mathlib

open Matrix
open scoped Matrix.Norms.L2Operator

namespace PartitionFunctionTrivialLinks

noncomputable section

variable {X n : Type*} [Fintype X] [DecidableEq X] [Fintype n] [DecidableEq n]

/-- The lattice Hamiltonian in a gauge field: diagonal blocks `V x` times the identity,
off-diagonal blocks `-t x y` times the link matrix `U x y`. -/
def gaugeH (t : X → X → ℝ) (V : X → ℝ) (U : X → X → Matrix n n ℂ) :
    Matrix (X × n) (X × n) ℂ :=
  Matrix.of fun p q =>
    (if p.1 = q.1 then (V p.1 : ℂ) • (1 : Matrix n n ℂ)
      else (-(t p.1 q.1 : ℂ)) • U p.1 q.1) p.2 q.2

/-- The scalar Hamiltonian with the same hopping and potential, without colour or gauge field. -/
def scalarH (t : X → X → ℝ) (V : X → ℝ) : Matrix X X ℝ :=
  Matrix.of fun x y => if x = y then V x else -t x y

/-- When every link matrix is the identity, the partition function equals the number of colours
times the scalar one, at every real `β`. -/
theorem partition_function_trivial_links (t : X → X → ℝ) (V : X → ℝ) (β : ℝ) :
    (NormedSpace.exp ((-(β : ℂ)) • gaugeH t V fun _ _ => (1 : Matrix n n ℂ))).trace
      = Fintype.card n * ((NormedSpace.exp ((-β) • scalarH t V)).trace : ℂ) := by
  -- `f` places one copy of a scalar operator in each colour
  let f : Matrix X X ℝ →+* Matrix (X × n) (X × n) ℂ :=
    (Matrix.blockDiagonalRingHom X n ℂ).comp
      ((Pi.constRingHom n (Matrix X X ℂ)).comp Complex.ofRealHom.mapMatrix)
  have hf : ∀ A, f A = Matrix.blockDiagonal fun _ : n => A.map Complex.ofReal := fun _ => rfl
  have hc : Continuous f :=
    (continuous_pi fun _ => continuous_id.matrix_map Complex.continuous_ofReal).matrix_blockDiagonal
  have hH : ((-(β : ℂ)) • gaugeH t V fun _ _ => (1 : Matrix n n ℂ))
      = f ((-β) • scalarH t V) := by
    rw [hf]
    ext ⟨x, a⟩ ⟨y, b⟩
    by_cases h : x = y <;> by_cases hab : a = b <;>
      simp [gaugeH, scalarH, Matrix.blockDiagonal_apply, Matrix.one_apply, h, hab]
  rw [hH, ← NormedSpace.map_exp f hc, hf, Matrix.trace_blockDiagonal]
  simp [Matrix.trace]

end

end PartitionFunctionTrivialLinks
```

Messages:

```
Main.lean:42:12: error(lean.synthInstanceFailed): failed to synthesize instance of type class
  NormedAlgebra ℚ (Matrix X X ℝ)

Hint: Type class instance resolution failures can be inspected with the `set_option trace.Meta.synthInstance true` command.
Main.lean:28:79: error: unsolved goals
X : Type u_1
n : Type u_2
inst✝³ : Fintype X
inst✝² : DecidableEq X
inst✝¹ : Fintype n
inst✝ : DecidableEq n
t : X → X → ℝ
V : X → ℝ
β : ℝ
f : Matrix X X ℝ →+* Matrix (X × n) (X × n) ℂ :=
  (blockDiagonalRingHom X n ℂ).comp ((Pi.constRingHom n (Matrix X X ℂ)).comp Complex.ofRealHom.mapMatrix)
hf : ∀ (A : Matrix X X ℝ), f A = blockDiagonal fun x => A.map Complex.ofReal
hc : Continuous ⇑f
hH : (-↑β • gaugeH t V fun x x_1 => 1) = f (-β • scalarH t V)
⊢ (NormedSpace.exp (f (-β • scalarH t V))).trace = ↑(Fintype.card n) * ↑(NormedSpace.exp (-β • scalarH t V)).trace
Main.lean:41:57: warning: This simp argument is unused:
  Matrix.one_apply

Hint: Omit it from the simp argument list.
  [apply] simp [gaugeH, scalarH, Matrix.blockDiagonal_apply, h, hab]

Note: This linter can be disabled with `set_option linter.unusedSimpArgs false`
```

The first error comes from `NormedSpace.map_exp`, which needs a `NormedAlgebra ℚ` instance on the real matrices. The opened scope `Matrix.Norms.L2Operator` makes square matrices a normed algebra only over their own entry field, here ℝ, and Lean does not restrict the scalars from ℝ to ℚ automatically. The mathematical step is sound, but the instance the lemma asks for is missing. The second error shows the goal left at that point: `hH` has been rewritten, and the exponential of `f (-β • scalarH t V)` is still there.

The repair proves the missing step as `hexp`, from the exponential series. It calls `NormedSpace.exp_series_hasSum_exp'` over ℝ for the real matrix and over ℂ for its image, which are the normed algebra structures the scope does supply. Because the two series have coefficients in different fields, `hk` checks that `f` carries each term of the first to the matching term of the second. Continuity of `f` carries the whole sum across, and uniqueness of sums gives the equality. The final rewrite then uses `← hexp` in place of the failed lemma.

Dropping `Matrix.one_apply` from the earlier `simp` only tidies away an unused argument, which the warning had pointed out.

As a diff, the version that Lean accepts:

```diff
@@ -39,6 +39,22 @@
     ext ⟨x, a⟩ ⟨y, b⟩
     by_cases h : x = y <;> by_cases hab : a = b <;>
-      simp [gaugeH, scalarH, Matrix.blockDiagonal_apply, Matrix.one_apply, h, hab]
-  rw [hH, ← NormedSpace.map_exp f hc, hf, Matrix.trace_blockDiagonal]
+      simp [gaugeH, scalarH, Matrix.blockDiagonal_apply, h, hab]
+  -- `f` commutes with the exponential series
+  have hexp : ∀ A, f (NormedSpace.exp A) = NormedSpace.exp (f A) := by
+    intro A
+    have hA : HasSum (fun k : ℕ => ((k.factorial : ℝ)⁻¹) • A ^ k) (NormedSpace.exp A) :=
+      NormedSpace.exp_series_hasSum_exp' (𝕂 := ℝ) A
+    have hB : HasSum (fun k : ℕ => ((k.factorial : ℂ)⁻¹) • f A ^ k) (NormedSpace.exp (f A)) :=
+      NormedSpace.exp_series_hasSum_exp' (𝕂 := ℂ) (f A)
+    have hk : ∀ k : ℕ, f (((k.factorial : ℝ)⁻¹) • A ^ k)
+        = ((k.factorial : ℂ)⁻¹) • f A ^ k := by
+      intro k
+      rw [← map_pow, hf, hf]
+      ext ⟨x, a⟩ ⟨y, b⟩
+      by_cases hab : a = b <;> simp [Matrix.blockDiagonal_apply, hab]
+    have h := hA.map f hc
+    simp only [Function.comp_def, hk] at h
+    exact h.unique hB
+  rw [hH, ← hexp, hf, Matrix.trace_blockDiagonal]
   simp [Matrix.trace]
 
```
